# An Atom above a Continuum Film: Non-Retarded Pairwise Dispersion Attraction from $z^{-3}$ near Contact to $z^{-4}$ Far Away

At distances large compared with the atomic spacing but short enough for retardation to be negligible, an atom held above a thick solid is attracted by dispersion forces with an energy that falls off as $z^{-3}$, where $z$ is its height above the surface. Suppose the solid is replaced by a film of thickness $t$, as happens with a free-standing layer, or with the finite slab that stands for a surface in a simulation. An atom very close to the film should hardly notice that the material ends. An atom far away should see a thin sheet, whose attraction falls off faster. At which power does the energy decay in each regime, with which coefficient, and what happens in between?

Pairwise summation over a continuous film gives explicit answers. The development works over the real numbers, with limits, derivatives and integrals taken from Mathlib.

```lean
import Mathlib

open Filter Topology

namespace AtomFilmDispersion

noncomputable section
```

## The film as a stack of layers

Let an atom at distance $r$ from a film atom have the energy $-C_6/r^6$, and let the film have number density $\rho$. A flat, laterally infinite layer at distance $s$ from the atom then contributes, per unit thickness,
$$-\rho C_6\int_0^\infty \frac{2\pi R\,dR}{(s^2+R^2)^3} = -\frac{\pi\rho C_6}{2s^4} = -\frac{3C}{s^4},\qquad C=\frac{\pi\rho C_6}{6}.$$
The factor 3 is a convention that makes $C$ the coefficient of the half-space law $-C/z^3$. This lateral integration motivates the model; the code starts from its outcome and takes $C$ as a given real number. Stacking the layers from the near face at $s=z$ to the far face at $s=z+t$ gives
$$V(z) = -\int_z^{z+t}\frac{3C}{s^4}\,ds .$$

In Lean this is `filmPotential C t z`, with the coefficient, the thickness and the height as real arguments. The definition itself puts no restriction on them; the theorems add $t>0$ and $z>0$ where they are needed.

```lean
/-- The pairwise dispersion potential of an atom at height `z` above a film of thickness `t`:
each layer at distance `s` from the atom contributes `-3C/s⁴` per unit thickness. -/
def filmPotential (C t z : ℝ) : ℝ := -∫ s in z..(z + t), 3 * C / s ^ 4
```

The model is pairwise additive, treats the film as a uniform continuum with vacuum behind it, and leaves out retardation, many-body screening and short-range repulsion.

To follow the change from one power law to the other, define the local decay exponent
$$n(z) = -\frac{d\ln|V|}{d\ln z} = \frac{z\,V'(z)}{-V(z)},$$
where the second form holds wherever $V\neq0$, since $d\ln|V|/dz=V'/V$ for either sign of $V$. A pure power law $-A/z^m$ with $A>0$ has $n=m$ at every height. The code uses the second form, with `deriv` for $V'$.

```lean
/-- The local decay exponent `-d ln|V| / d ln z` of the atom-film potential. -/
def decayExponent (C t z : ℝ) : ℝ :=
  z * deriv (filmPotential C t) z / (-filmPotential C t z)
```

## Two faces, two half-spaces

The integrand has a simple antiderivative, the half-space potential itself. For $s\neq0$ the quotient rule gives
$$\frac{d}{ds}\left(-\frac{C}{s^3}\right) = \frac{0\cdot s^3-(-C)\,3s^2}{(s^3)^2} = \frac{3C}{s^4}.$$
The proof does the same: `h3` is the derivative of the cube, `fun_div` is the quotient rule, and the last two lines show that the resulting fraction equals $3C/s^4$.

```lean
/-- The derivative of the half-space potential `-C/s³` with respect to the distance
is `3C/s⁴`. -/
theorem hasDerivAt_halfSpace (C : ℝ) {s : ℝ} (hs : s ≠ 0) :
    HasDerivAt (fun x : ℝ => -C / x ^ 3) (3 * C / s ^ 4) s := by
  have h3 : HasDerivAt (fun x : ℝ => x ^ 3) (3 * s ^ 2) s := by
    simpa using hasDerivAt_pow 3 s
  refine ((hasDerivAt_const s (-C)).fun_div h3 (pow_ne_zero 3 hs)).congr_deriv ?_
  rw [div_eq_div_iff (pow_ne_zero 2 (pow_ne_zero 3 hs)) (pow_ne_zero 4 hs)]
  ring
```

The fundamental theorem of calculus now evaluates the potential for $t>0$ and $z>0$:
$$V(z) = -\left[-\frac{C}{s^3}\right]_{z}^{z+t} = \frac{C}{(z+t)^3}-\frac{C}{z^3}.$$
The film is a half-space that begins at the near face, minus the half-space that would begin at the far face.

Two conditions have to be met: the antiderivative must be valid on the whole interval, and the integrand must be integrable there. Both follow from $s\ge z>0$, which is `hpos`. It keeps the singularity at $s=0$ out of the interval and makes the integrand continuous (`hc`), hence integrable.

```lean
/-- The film potential is the difference of two half-space potentials, one for each face
of the film. -/
theorem filmPotential_eq (C : ℝ) {t z : ℝ} (ht : 0 < t) (hz : 0 < z) :
    filmPotential C t z = C / (z + t) ^ 3 - C / z ^ 3 := by
  have hpos : ∀ s ∈ Set.uIcc z (z + t), 0 < s := by
    intro s hs
    rw [Set.uIcc_of_le (by linarith)] at hs
    exact lt_of_lt_of_le hz hs.1
  have hc : ContinuousOn (fun s : ℝ => 3 * C / s ^ 4) (Set.uIcc z (z + t)) := by
    intro s hs
    have h := hpos s hs
    exact ContinuousAt.continuousWithinAt (by fun_prop (disch := positivity))
  -- the fundamental theorem of calculus with the half-space potential as antiderivative
  have hint := intervalIntegral.integral_eq_sub_of_hasDerivAt
    (fun s hs => hasDerivAt_halfSpace C (hpos s hs).ne') hc.intervalIntegrable
  rw [filmPotential, hint]
  ring
```

The closed form also gives the error made when a finite slab stands for a semi-infinite solid in this continuum, pairwise model. The missing energy is $-C/(z+t)^3$, a fraction $\left(z/(z+t)\right)^3$ of the half-space value. For a slab three times as thick as the height of the atom, this is $1/64$.

## The two limiting laws

Close to the film, multiply the closed form by $z^3$:
$$z^3V(z) = \frac{Cz^3}{(z+t)^3}-C \;\longrightarrow\; -C\qquad (z\to0^+).$$
The right-hand expression is continuous at $z=0$ because $t>0$, so the limit is its value there.

Far from the film, the two terms of $V$ nearly cancel, and the difference has to be formed before the limit is taken. With $(z+t)^3-z^3 = t(3z^2+3zt+t^2)$,
$$z^4V(z) = -\frac{Ct\,z\,(3z^2+3zt+t^2)}{(z+t)^3}.$$
Dividing numerator and denominator by $z^3$ and writing $x=t/z$ gives
$$z^4V(z) = -\frac{Ct\,(3+3x+x^2)}{(1+x)^3}\;\longrightarrow\;-3Ct\qquad (z\to\infty),$$
since $x\to0$ and the expression is continuous at $x=0$.

The theorem states both limits together, for every real $C$ and every $t>0$. The filter `𝓝[>] 0` means that $z$ approaches zero through positive values, `atTop` means that $z$ grows without bound, and `𝓝 (-C)` says that the function values approach $-C$. In each half, `hc` is the continuity statement and `hl` the limit of the simplified expression. The step `congr'` carries that limit over to $z^3V$ or $z^4V$, because the two functions agree for all $z>0$.

```lean
/-- Close to the film, `z³ V(z)` tends to `-C`; far from it, `z⁴ V(z)` tends to `-3Ct`. -/
theorem filmPotential_crossover (C : ℝ) {t : ℝ} (ht : 0 < t) :
    Tendsto (fun z => z ^ 3 * filmPotential C t z) (𝓝[>] 0) (𝓝 (-C)) ∧
    Tendsto (fun z => z ^ 4 * filmPotential C t z) atTop (𝓝 (-(3 * C * t))) := by
  constructor
  · -- near contact the far face of the film drops out
    have hc : ContinuousAt (fun z : ℝ => C * z ^ 3 / (z + t) ^ 3 - C) 0 := by
      fun_prop (disch := positivity)
    have hl : Tendsto (fun z : ℝ => C * z ^ 3 / (z + t) ^ 3 - C) (𝓝[>] 0) (𝓝 (-C)) := by
      have h := hc.tendsto.mono_left (nhdsWithin_le_nhds (s := Set.Ioi (0 : ℝ)))
      simpa using h
    refine hl.congr' ?_
    filter_upwards [self_mem_nhdsWithin] with z hz
    have hz' : 0 < z := hz
    rw [filmPotential_eq C ht hz']
    have hu : z + t ≠ 0 := by positivity
    field_simp
  · -- far away the small parameter is the ratio x = t / z
    have hx : Tendsto (fun z : ℝ => t / z) atTop (𝓝 0) :=
      tendsto_const_nhds.div_atTop tendsto_id
    have hc : ContinuousAt
        (fun x : ℝ => -(C * t * (3 + 3 * x + x ^ 2)) / (1 + x) ^ 3) 0 := by
      fun_prop (disch := norm_num)
    have hl := hc.tendsto.comp hx
    have h0 : -(C * t * (3 + 3 * (0 : ℝ) + 0 ^ 2)) / (1 + 0) ^ 3 = -(3 * C * t) := by
      ring
    rw [h0] at hl
    refine hl.congr' ?_
    filter_upwards [eventually_gt_atTop 0] with z hz
    rw [filmPotential_eq C ht hz]
    have hu : z + t ≠ 0 := by positivity
    have hr : 1 + t / z = (z + t) / z := by field_simp
    simp only [Function.comp_apply]
    rw [hr]
    field_simp
    ring
```

The limit $z\to0^+$ belongs to the continuum model. For a real film the $z^{-3}$ law is to be expected at heights that are small compared with $t$ but still large compared with the atomic spacing, provided that retardation is negligible at those heights. The $z^{-4}$ law needs heights that are large compared with $t$ but at which retardation is still negligible. It also needs a film for which the pairwise sum is adequate: in a conducting film, the collective response of the electrons, which the model leaves out, can change the power itself. In the model, the $z^{-4}$ law comes from the geometry of a thin sheet. It is a different effect from the retarded Casimir–Polder attraction to a half-space, which also decays as $z^{-4}$ but owes this to the finite speed of light.

## Thickening the film at fixed height

The half-space law can also be reached by holding the atom still and adding material. As $t\to\infty$ at fixed $z>0$, the far-face term $C/(z+t)^3$ vanishes and
$$V(z)\;\longrightarrow\;-\frac{C}{z^3}.$$
The variable of the limit is now the thickness. In the proof, `hu` states that $(z+t)^3$ grows without bound, so that a constant divided by it tends to zero.

```lean
/-- At fixed height, the potential of a film of growing thickness tends to the half-space
potential `-C/z³`. -/
theorem filmPotential_thick_limit (C : ℝ) {z : ℝ} (hz : 0 < z) :
    Tendsto (fun t => filmPotential C t z) atTop (𝓝 (-(C / z ^ 3))) := by
  have hu : Tendsto (fun t : ℝ => (z + t) ^ 3) atTop atTop :=
    (tendsto_pow_atTop (by norm_num)).comp (tendsto_atTop_add_const_left atTop z tendsto_id)
  have h : Tendsto (fun t : ℝ => C / (z + t) ^ 3 - C / z ^ 3) atTop
      (𝓝 (0 - C / z ^ 3)) := (tendsto_const_nhds.div_atTop hu).sub tendsto_const_nhds
  rw [zero_sub] at h
  refine h.congr' ?_
  filter_upwards [eventually_gt_atTop 0] with t ht
  exact (filmPotential_eq C ht hz).symm
```

## Weaker than both limiting laws

For an attractive coefficient, $C>0$, the potential can be compared with its limiting laws at every height. First, $V<0$, because $z+t>z$ makes the far-face term smaller than the near-face term. Second,
$$V(z)+\frac{C}{z^3} = \frac{C}{(z+t)^3}>0,$$
so the film attracts less than a half-space: material is missing behind it. Third,
$$V(z)+\frac{3Ct}{z^4} = \frac{Ct^2\,(6z^2+8zt+3t^2)}{z^4(z+t)^3}>0,$$
so it attracts less than a thin sheet that holds all the material at the near face, since most of the material is in fact farther away.

The three parts of the proof follow this order. In the third, `h` is the displayed identity and `hp` the positivity of its right-hand side. Since the energies are negative, "weaker" appears in the statement as "greater than".

```lean
/-- For `C > 0`, the film attracts the atom at every height `z > 0`, but more weakly than the
half-space law `-C/z³` and more weakly than the thin-sheet law `-3Ct/z⁴`. -/
theorem filmPotential_bounds {C t z : ℝ} (hC : 0 < C) (ht : 0 < t) (hz : 0 < z) :
    filmPotential C t z < 0 ∧ -(C / z ^ 3) < filmPotential C t z ∧
      -(3 * C * t / z ^ 4) < filmPotential C t z := by
  rw [filmPotential_eq C ht hz]
  have hu : 0 < z + t := by positivity
  refine ⟨?_, ?_, ?_⟩
  · have h : C / (z + t) ^ 3 < C / z ^ 3 := by
      gcongr
      linarith
    linarith
  · have h : 0 < C / (z + t) ^ 3 := by positivity
    linarith
  · have h : C / (z + t) ^ 3 - C / z ^ 3 + 3 * C * t / z ^ 4
        = C * t ^ 2 * (6 * z ^ 2 + 8 * z * t + 3 * t ^ 2) / (z ^ 4 * (z + t) ^ 3) := by
      field_simp
      ring
    have hp : 0 < C * t ^ 2 * (6 * z ^ 2 + 8 * z * t + 3 * t ^ 2)
        / (z ^ 4 * (z + t) ^ 3) := by positivity
    linarith
```

## The slope and the local exponent

Differentiating the closed form gives
$$V'(z) = \frac{3C}{z^4}-\frac{3C}{(z+t)^4},$$
the difference of the layer contributions at the two faces. Raising the atom by $dz$ has the same effect on the integral as removing a layer at the near face and adding one at the far face.

The proof applies the half-space derivative once at $z$ and once at the shifted point $z+t$. The closed form is available only at positive heights, but a derivative depends only on values near the point, and all heights close enough to a positive $z$ are positive.

```lean
/-- The slope of the film potential is the difference of the layer contributions `3C/s⁴`
at the two faces. -/
theorem hasDerivAt_filmPotential (C : ℝ) {t z : ℝ} (ht : 0 < t) (hz : 0 < z) :
    HasDerivAt (filmPotential C t) (3 * C / z ^ 4 - 3 * C / (z + t) ^ 4) z := by
  have hu : z + t ≠ 0 := by positivity
  have h := (hasDerivAt_halfSpace C hz.ne').fun_sub
    (HasDerivAt.comp_add_const z t (hasDerivAt_halfSpace C hu))
  refine h.congr_of_eventuallyEq ?_
  filter_upwards [lt_mem_nhds hz] with y hy
  rw [filmPotential_eq C ht hy]
  ring
```

It remains to locate $n(z)=zV'/(-V)$ for $C>0$. Put $u=z+t$. Because $-V>0$, the inequality $3<n$ is equivalent to $zV'-3(-V)>0$, and
$$zV'-3(-V) = -\frac{3Cz}{u^4}+\frac{3C}{u^3} = \frac{3C(u-z)}{u^4} = \frac{3Ct}{u^4}>0.$$
In the same way, $n<4$ is equivalent to $4(-V)-zV'>0$, and
$$4(-V)-zV' = \frac{C}{z^3}-\frac{4C}{u^3}+\frac{3Cz}{u^4} = \frac{C\,(u^4-4uz^3+3z^4)}{z^3u^4}.$$
The polynomial has a double zero at $u=z$ and factorises as
$$u^4-4uz^3+3z^4 = (u-z)^2(u^2+2uz+3z^2),$$
which is positive because $u-z=t>0$.

Hence $3<n(z)<4$ at every height, which is what membership in the open interval `Set.Ioo (3 : ℝ) 4` says. In the proof, `hV` is the positivity of $-V$, taken from the bounds above. It allows the denominator to be cleared without reversing the inequality. The two identities named `h` are the two calculations just made, with $u$ written out as `z + t`.

```lean
/-- For `C > 0`, at every height `z > 0` the local decay exponent of the atom-film potential lies
strictly between 3 and 4. -/
theorem decayExponent_mem_Ioo {C t z : ℝ} (hC : 0 < C) (ht : 0 < t) (hz : 0 < z) :
    decayExponent C t z ∈ Set.Ioo (3 : ℝ) 4 := by
  have hV : 0 < -filmPotential C t z := by
    linarith [(filmPotential_bounds hC ht hz).1]
  have hu : 0 < z + t := by positivity
  rw [decayExponent, (hasDerivAt_filmPotential C ht hz).deriv]
  constructor
  · rw [lt_div_iff₀ hV, filmPotential_eq C ht hz]
    have h : z * (3 * C / z ^ 4 - 3 * C / (z + t) ^ 4)
        - 3 * -(C / (z + t) ^ 3 - C / z ^ 3) = 3 * C * t / (z + t) ^ 4 := by
      field_simp
      ring
    have hp : 0 < 3 * C * t / (z + t) ^ 4 := by positivity
    linarith
  · rw [div_lt_iff₀ hV, filmPotential_eq C ht hz]
    -- the difference contains the square of the film thickness as a factor
    have h : 4 * -(C / (z + t) ^ 3 - C / z ^ 3)
        - z * (3 * C / z ^ 4 - 3 * C / (z + t) ^ 4)
        = C * t ^ 2 * ((z + t) ^ 2 + 2 * (z + t) * z + 3 * z ^ 2)
          / (z ^ 3 * (z + t) ^ 4) := by
      field_simp
      ring
    have hp : 0 < C * t ^ 2 * ((z + t) ^ 2 + 2 * (z + t) * z + 3 * z ^ 2)
        / (z ^ 3 * (z + t) ^ 4) := by positivity
    linarith

end

end AtomFilmDispersion
```

```lean
#print axioms AtomFilmDispersion.filmPotential_crossover
#print axioms AtomFilmDispersion.filmPotential_thick_limit
#print axioms AtomFilmDispersion.filmPotential_bounds
#print axioms AtomFilmDispersion.decayExponent_mem_Ioo
```

```
'AtomFilmDispersion.filmPotential_crossover' depends on axioms: [propext, Classical.choice, Quot.sound]
'AtomFilmDispersion.filmPotential_thick_limit' depends on axioms: [propext, Classical.choice, Quot.sound]
'AtomFilmDispersion.filmPotential_bounds' depends on axioms: [propext, Classical.choice, Quot.sound]
'AtomFilmDispersion.decayExponent_mem_Ioo' depends on axioms: [propext, Classical.choice, Quot.sound]
```

## Numbers for a film of unit thickness

Take $C=1$ and $t=1$. At $z=1$, a height equal to the thickness,
$$V = \frac18-1 = -\frac78,\qquad V' = 3-\frac{3}{16} = \frac{45}{16},\qquad n = \frac{45/16}{7/8} = \frac{45}{14}\approx3.21 .$$
The half-space law gives $-1$ and the thin-sheet law $-3$, both stronger than the actual $-0.875$.

At $z=10$,
$$V = \frac{1}{1331}-\frac{1}{1000}\approx-2.487\times10^{-4},\qquad n = \frac{13923}{3641}\approx3.82 .$$
The thin-sheet law gives $-3\times10^{-4}$. Even at ten times the thickness, it overestimates the attraction by about a fifth.

## Discrete atomic layers

The film could also be modelled as $N$ separate planes with spacing $d$, each with its atoms spread uniformly over the plane, the first at distance $z$ from the atom:
$$V_N(z) = -\sum_{k=0}^{N-1}\frac{3Cd}{(z+kd)^4}.$$
With $t=Nd$, the far law is the same, $z^4V_N\to-3Ct$. The near law changes. As $z\to0^+$ the first plane dominates, so that $z^4V_N\to-3Cd$, and for $C>0$ the product $z^3V_N$ diverges to $-\infty$. The limit $-C$ close to the film therefore depends on treating the material as continuous up to its surface.
